# Hydrogenic 2s and 2p states share ⟨1/r⟩ but differ in ⟨r⟩ and ⟨1/r²⟩

The radial densities are taken as explicit functions of r, not derived from the Schrödinger equation. They describe one non-relativistic electron in the field of a fixed point nucleus of charge Z, in atomic units:

ρ₂ₛ(r) = Z³ r² (2 − Zr)² e^(−Zr) / 8

ρ₂ₚ(r) = Z⁵ r⁴ e^(−Zr) / 24

```lean
import Mathlib

open MeasureTheory Set

namespace HydrogenRadialMoments

noncomputable section
```

The charge Z is a real number, and the theorems assume Z > 0. The volume factor r² is already included, so averages are plain integrals over r.

```lean
/-- Radial probability density of the 2s state for nuclear charge `Z`, in atomic units. -/
def density2s (Z r : ℝ) : ℝ := Z ^ 3 * r ^ 2 * (2 - Z * r) ^ 2 * Real.exp (-(Z * r)) / 8

/-- Radial probability density of the 2p state for nuclear charge `Z`, in atomic units. -/
def density2p (Z r : ℝ) : ℝ := Z ^ 5 * r ^ 4 * Real.exp (-(Z * r)) / 24
```

The moment of integer order k is

⟨r^k⟩ = ∫₀^∞ r^k ρ(r) dr.

In Lean, `Ioi 0` is the range r > 0, and `radialMoment` is a real number for every k; a divergent integral is given the value 0.

```lean
/-- The radial moment of integer order `k`: the integral of `r ^ k` times the density `ρ`
over all positive radii. -/
def radialMoment (ρ : ℝ → ℝ) (k : ℤ) : ℝ := ∫ r in Ioi (0 : ℝ), r ^ k * ρ r
```

## (a) The exponential integral

Evaluate ∫₀^∞ rⁿ e^(−Zr) dr for natural n.

Substitute t = Zr:

∫₀^∞ rⁿ e^(−Zr) dr = Z^(−n−1) ∫₀^∞ tⁿ e^(−t) dt = Γ(n+1)/Z^(n+1) = n!/Z^(n+1).

The proof takes the Gamma integral from Mathlib and converts its real exponents to natural ones.

```lean
/-- The integral of a power of the radius times a decaying exponential is a factorial
divided by a power of the decay constant. -/
theorem integral_pow_exp {Z : ℝ} (hZ : 0 < Z) (n : ℕ) :
    ∫ r in Ioi (0 : ℝ), r ^ n * Real.exp (-(Z * r)) = (n.factorial : ℝ) / Z ^ (n + 1) := by
  have h := Real.integral_rpow_mul_exp_neg_mul_Ioi
    (show (0 : ℝ) < (n : ℝ) + 1 by positivity) hZ
  rw [Real.Gamma_nat_eq_factorial] at h
  simp only [add_sub_cancel_right, Real.rpow_natCast] at h
  have e : (n : ℝ) + 1 = ((n + 1 : ℕ) : ℝ) := by push_cast; rfl
  rw [h, e, Real.rpow_natCast, one_div, inv_pow, div_eq_mul_inv]
  exact mul_comm _ _
```

## (b) Convergence

Show that the integrand in (a) is integrable.

It is bounded near r = 0 and decays exponentially at large r. Lean takes a shorter route: a non-integrable function would have integral 0, but (a) gives a positive value.

```lean
/-- A power of the radius times a decaying exponential is integrable over positive radii. -/
theorem integrable_pow_exp {Z : ℝ} (hZ : 0 < Z) (n : ℕ) :
    Integrable (fun r : ℝ => r ^ n * Real.exp (-(Z * r))) (volume.restrict (Ioi (0 : ℝ))) := by
  -- a non-integrable function would have integral zero
  by_contra hn
  have h0 : ∫ r in Ioi (0 : ℝ), r ^ n * Real.exp (-(Z * r)) = 0 := integral_undef hn
  rw [integral_pow_exp hZ n] at h0
  have hpos : 0 < (n.factorial : ℝ) / Z ^ (n + 1) := by positivity
  linarith
```

## (c) Combining the powers

Show that r^(m−2) · r² = r^m for r > 0 and natural m.

The exponents add. Since m − 2 may be negative, r ≠ 0 is needed.

```lean
/-- For a positive radius, the power of order `m - 2` times the radius squared is the
power of order `m`. -/
theorem zpow_mul_sq {r : ℝ} (hr : 0 < r) (m : ℕ) : r ^ ((m : ℤ) - 2) * r ^ 2 = r ^ m := by
  have hr0 : r ≠ 0 := hr.ne'
  rw [zpow_sub₀ hr0, zpow_natCast, zpow_ofNat]
  field_simp
```

## (d) All 2s moments from order −2

Find ⟨r^(m−2)⟩ for 2s.

Expanding (2 − Zr)² = 4 − 4Zr + Z²r² and using (c) gives the integrand

(Z³/2) r^m e^(−Zr) − (Z⁴/2) r^(m+1) e^(−Zr) + (Z⁵/8) r^(m+2) e^(−Zr).

By (a), the integral is

m! (Z²/Z^m) [1/2 − (m+1)/2 + (m+1)(m+2)/8] = m! (m² − m + 2)/8 · Z²/Z^m.

In the proof, `linear_combination` verifies the expansion, (b) permits `integral_add` to split the integral, and `field_simp` with `ring` collects the terms.

```lean
/-- Closed form of the 2s radial moment of order `m - 2`, for every natural number `m`. -/
theorem moment_2s {Z : ℝ} (hZ : 0 < Z) (m : ℕ) :
    radialMoment (density2s Z) ((m : ℤ) - 2) =
      (m.factorial : ℝ) * ((m : ℝ) ^ 2 - m + 2) / 8 * (Z ^ 2 / Z ^ m) := by
  -- expand the square into three exponential integrals
  have e : EqOn (fun r : ℝ => r ^ ((m : ℤ) - 2) * density2s Z r)
      (fun r : ℝ => Z ^ 3 / 2 * (r ^ m * Real.exp (-(Z * r)))
        + -(Z ^ 4 / 2) * (r ^ (m + 1) * Real.exp (-(Z * r)))
        + Z ^ 5 / 8 * (r ^ (m + 2) * Real.exp (-(Z * r)))) (Ioi 0) := by
    intro r hr
    have hk := zpow_mul_sq (mem_Ioi.mp hr) m
    dsimp only [density2s]
    generalize r ^ ((m : ℤ) - 2) = w at hk ⊢
    linear_combination (Z ^ 3 * (2 - Z * r) ^ 2 * Real.exp (-(Z * r)) / 8) * hk
  have i : ∀ (c : ℝ) (n : ℕ), Integrable (fun r : ℝ => c * (r ^ n * Real.exp (-(Z * r))))
      (volume.restrict (Ioi (0 : ℝ))) := fun c n => (integrable_pow_exp hZ n).const_mul c
  have i01 : Integrable (fun r : ℝ => Z ^ 3 / 2 * (r ^ m * Real.exp (-(Z * r)))
      + -(Z ^ 4 / 2) * (r ^ (m + 1) * Real.exp (-(Z * r))))
      (volume.restrict (Ioi (0 : ℝ))) := (i _ m).add (i _ (m + 1))
  unfold radialMoment
  rw [setIntegral_congr_fun measurableSet_Ioi e, integral_add i01 (i _ (m + 2)),
    integral_add (i _ m) (i _ (m + 1))]
  simp only [integral_const_mul, integral_pow_exp hZ]
  -- collect the factorials and the powers of the charge
  have f1 : ((m + 1).factorial : ℝ) = ((m : ℝ) + 1) * m.factorial := by
    exact_mod_cast Nat.factorial_succ m
  have f2 : ((m + 2).factorial : ℝ) = ((m : ℝ) + 2) * (((m : ℝ) + 1) * m.factorial) := by
    exact_mod_cast (show (m + 2).factorial = (m + 2) * ((m + 1) * m.factorial) from rfl)
  have hp : Z ^ m ≠ 0 := pow_ne_zero m hZ.ne'
  rw [f1, f2, show Z ^ (m + 1) = Z ^ m * Z by ring,
    show Z ^ (m + 1 + 1) = Z ^ m * Z ^ 2 by ring,
    show Z ^ (m + 2 + 1) = Z ^ m * Z ^ 3 by ring]
  generalize Z ^ m = w at hp ⊢
  field_simp
  ring
```

## (e) All 2p moments from order −2

Find ⟨r^(m−2)⟩ for 2p.

Only one term occurs:

(Z⁵/24) · (m+2)!/Z^(m+3) = (m+2)!/24 · Z²/Z^m.

```lean
/-- Closed form of the 2p radial moment of order `m - 2`, for every natural number `m`. -/
theorem moment_2p {Z : ℝ} (hZ : 0 < Z) (m : ℕ) :
    radialMoment (density2p Z) ((m : ℤ) - 2) =
      ((m + 2).factorial : ℝ) / 24 * (Z ^ 2 / Z ^ m) := by
  have e : EqOn (fun r : ℝ => r ^ ((m : ℤ) - 2) * density2p Z r)
      (fun r : ℝ => Z ^ 5 / 24 * (r ^ (m + 2) * Real.exp (-(Z * r)))) (Ioi 0) := by
    intro r hr
    have hk := zpow_mul_sq (mem_Ioi.mp hr) m
    dsimp only [density2p]
    generalize r ^ ((m : ℤ) - 2) = w at hk ⊢
    linear_combination (Z ^ 5 * r ^ 2 * Real.exp (-(Z * r)) / 24) * hk
  unfold radialMoment
  rw [setIntegral_congr_fun measurableSet_Ioi e, integral_const_mul, integral_pow_exp hZ]
  have hp : Z ^ m ≠ 0 := pow_ne_zero m hZ.ne'
  rw [show Z ^ (m + 2 + 1) = Z ^ m * Z ^ 3 by ring]
  generalize Z ^ m = w at hp ⊢
  field_simp
```

## (f) The four familiar averages

Evaluate the norm, ⟨1/r⟩, ⟨r⟩ and ⟨1/r²⟩.

Set m = 2, 1, 3, 0 in (d) and (e):

- norm: 2·4/8 = 1 for 2s, 24/24 = 1 for 2p
- ⟨1/r⟩: 1·2/8 · Z = Z/4 for 2s, 6/24 · Z = Z/4 for 2p
- ⟨r⟩: 6·8/8 / Z = 6/Z for 2s, 120/24 / Z = 5/Z for 2p
- ⟨1/r²⟩: 1·2/8 · Z² = Z²/4 for 2s, 2/24 · Z² = Z²/12 for 2p

For hydrogen, Z = 1, the last three rows read 1/4 and 1/4, 6 and 5, 1/4 and 1/12. In this one-electron model the mean nuclear attraction −Z⟨1/r⟩ is therefore −Z²/4 in both states, and the table can serve as a check on a radial integration grid.

The condition Z > 0 matters: at Z = 0 both densities vanish, and the norm is 0 instead of 1.

```lean
/-- The 2s and 2p densities are both normalised and have the same mean inverse radius `Z / 4`;
the mean radius is `6 / Z` for 2s and `5 / Z` for 2p, and the mean inverse square radius is
`Z ^ 2 / 4` for 2s and `Z ^ 2 / 12` for 2p. -/
theorem radial_moments_2s_2p {Z : ℝ} (hZ : 0 < Z) :
    (radialMoment (density2s Z) 0 = 1 ∧ radialMoment (density2p Z) 0 = 1) ∧
    (radialMoment (density2s Z) (-1) = Z / 4 ∧ radialMoment (density2p Z) (-1) = Z / 4) ∧
    (radialMoment (density2s Z) 1 = 6 / Z ∧ radialMoment (density2p Z) 1 = 5 / Z) ∧
    (radialMoment (density2s Z) (-2) = Z ^ 2 / 4 ∧
      radialMoment (density2p Z) (-2) = Z ^ 2 / 12) := by
  -- the orders 0, -1, 1, -2 are m - 2 with m = 2, 1, 3, 0
  have k0 : (0 : ℤ) = ((2 : ℕ) : ℤ) - 2 := by norm_num
  have k1 : (-1 : ℤ) = ((1 : ℕ) : ℤ) - 2 := by norm_num
  have k2 : (1 : ℤ) = ((3 : ℕ) : ℤ) - 2 := by norm_num
  have k3 : (-2 : ℤ) = ((0 : ℕ) : ℤ) - 2 := by norm_num
  refine ⟨⟨?_, ?_⟩, ⟨?_, ?_⟩, ⟨?_, ?_⟩, ⟨?_, ?_⟩⟩
  · rw [k0, moment_2s hZ, show Nat.factorial 2 = 2 from rfl]
    push_cast
    field_simp
    ring
  · rw [k0, moment_2p hZ, show Nat.factorial (2 + 2) = 24 from rfl]
    push_cast
    field_simp
  · rw [k1, moment_2s hZ, show Nat.factorial 1 = 1 from rfl]
    push_cast
    field_simp
    ring
  · rw [k1, moment_2p hZ, show Nat.factorial (1 + 2) = 6 from rfl]
    push_cast
    field_simp
    ring
  · rw [k2, moment_2s hZ, show Nat.factorial 3 = 6 from rfl]
    push_cast
    field_simp
    ring
  · rw [k2, moment_2p hZ, show Nat.factorial (3 + 2) = 120 from rfl]
    push_cast
    have hz : Z ^ 2 / Z ^ 3 = 1 / Z :=
      (div_eq_div_iff (pow_ne_zero 3 hZ.ne') hZ.ne').mpr (by ring)
    rw [hz]
    ring
  · rw [k3, moment_2s hZ, show Nat.factorial 0 = 1 from rfl]
    push_cast
    ring
  · rw [k3, moment_2p hZ, show Nat.factorial (0 + 2) = 2 from rfl]
    push_cast
    ring
```

## (g) The difference of the moments

Subtract (e) from (d) and factor.

With (m+2)! = (m+2)(m+1) m!, the bracket multiplying m! Z²/Z^m is

(m² − m + 2)/8 − (m+1)(m+2)/24 = (2m² − 6m + 4)/24 = (m−1)(m−2)/12.

```lean
/-- The difference between the 2s and 2p moments of order `m - 2` is a positive factor
times `(m - 1) (m - 2)`. -/
theorem moment_gap {Z : ℝ} (hZ : 0 < Z) (m : ℕ) :
    radialMoment (density2s Z) ((m : ℤ) - 2) - radialMoment (density2p Z) ((m : ℤ) - 2) =
      (m.factorial : ℝ) / 12 * (Z ^ 2 / Z ^ m) * (((m : ℝ) - 1) * ((m : ℝ) - 2)) := by
  have f2 : ((m + 2).factorial : ℝ) = ((m : ℝ) + 2) * (((m : ℝ) + 1) * m.factorial) := by
    exact_mod_cast (show (m + 2).factorial = (m + 2) * ((m + 1) * m.factorial) from rfl)
  rw [moment_2s hZ, moment_2p hZ, f2]
  ring
```

## (h) Which moment is larger

Show that the 2s moment is at least the 2p moment for every integer k ≥ −2.

Write k = m − 2. For m ≤ 1 both factors m − 1 and m − 2 are at most 0; for m ≥ 2 both are at least 0. Their product is never negative, and the prefactor in (g) is positive.

At k = −3 the formal inequality fails. The 2s integrand behaves like 1/r near the origin, so its moment is assigned 0, while the 2p moment is Z³/24.

```lean
/-- For every integer order from `-2` upwards, the 2s moment is at least the 2p moment. -/
theorem moment_2p_le_2s {Z : ℝ} (hZ : 0 < Z) {k : ℤ} (hk : -2 ≤ k) :
    radialMoment (density2p Z) k ≤ radialMoment (density2s Z) k := by
  obtain ⟨m, hm⟩ := Int.eq_ofNat_of_zero_le (show 0 ≤ k + 2 by omega)
  obtain rfl : k = (m : ℤ) - 2 := by omega
  -- no natural number lies strictly between 1 and 2
  have hq : 0 ≤ ((m : ℝ) - 1) * ((m : ℝ) - 2) := by
    rcases Nat.lt_or_ge m 2 with h | h
    · have h' : (m : ℝ) ≤ 1 := by exact_mod_cast Nat.le_of_lt_succ h
      nlinarith
    · have h' : (2 : ℝ) ≤ m := by exact_mod_cast h
      nlinarith
  have hc : 0 ≤ (m.factorial : ℝ) / 12 * (Z ^ 2 / Z ^ m) := by positivity
  have hg := moment_gap hZ m
  have := mul_nonneg hc hq
  linarith
```

## (i) When the moments agree

Find every k ≥ −2 for which the two moments are equal.

By (g), equality requires (m−1)(m−2) = 0, so m = 1 or m = 2, that is, k = −1 or k = 0. The converse is read from (f).

Here too the bound on k is needed: at k = −5 both integrals diverge, and the assigned values agree at 0. The counter-examples on this sheet are argued in prose only.

```lean
/-- Among the integer orders from `-2` upwards, the 2s and 2p moments agree exactly for the
inverse radius and for the normalisation. -/
theorem moment_eq_iff {Z : ℝ} (hZ : 0 < Z) {k : ℤ} (hk : -2 ≤ k) :
    radialMoment (density2s Z) k = radialMoment (density2p Z) k ↔ k = -1 ∨ k = 0 := by
  constructor
  · intro h
    obtain ⟨m, hm⟩ := Int.eq_ofNat_of_zero_le (show 0 ≤ k + 2 by omega)
    obtain rfl : k = (m : ℤ) - 2 := by omega
    have hc : (m.factorial : ℝ) / 12 * (Z ^ 2 / Z ^ m) ≠ 0 := by positivity
    have hg := moment_gap hZ m
    rw [h, sub_self] at hg
    -- the positive factor drops out and leaves the two roots
    rcases mul_eq_zero.mp ((mul_eq_zero.mp hg.symm).resolve_left hc) with h1 | h1
    · have h2 : (m : ℝ) = 1 := by linarith
      have h3 : m = 1 := by exact_mod_cast h2
      left
      omega
    · have h2 : (m : ℝ) = 2 := by linarith
      have h3 : m = 2 := by exact_mod_cast h2
      right
      omega
  · obtain ⟨⟨a, b⟩, ⟨c, d⟩, _⟩ := radial_moments_2s_2p hZ
    rintro (rfl | rfl)
    · rw [c, d]
    · rw [a, b]

end

end HydrogenRadialMoments
```

```lean
#print axioms HydrogenRadialMoments.moment_gap
#print axioms HydrogenRadialMoments.moment_2p_le_2s
#print axioms HydrogenRadialMoments.moment_eq_iff
```

```
'HydrogenRadialMoments.moment_gap' depends on axioms: [propext, Classical.choice, Quot.sound]
'HydrogenRadialMoments.moment_2p_le_2s' depends on axioms: [propext, Classical.choice, Quot.sound]
'HydrogenRadialMoments.moment_eq_iff' depends on axioms: [propext, Classical.choice, Quot.sound]
```
